# A Slater determinant of N particles on N levels has rank $\binom{N}{k}$ between its first k particles and the rest

Suppose the wavefunction of $N$ electrons is written as a matrix product state with one tensor per electron. How large a bond does antisymmetry force? The answer depends on what a site is. Here a site is a particle label, as in first quantisation, and its local states are $N$ single-particle levels, spin included. In the occupation-number picture the sites are the levels instead, and the same filled state is a product state.

For this non-interacting state, with as many levels as particles, the bond dimension at the middle cut grows exponentially with $N$. This bears on tensor-network methods that store first-quantised electronic wavefunctions. Realistic basis sets have more levels than electrons, and the theorems do not treat that step.

```lean
import Mathlib

open Matrix

namespace LeviCivitaCut

noncomputable section
```

## Amplitudes and the cut

A configuration $f$ puts site $i$ in level $f(i)$, with sites and levels both numbered from $0$ to $N-1$. Its Levi-Civita amplitude is

$$\varepsilon(f)=\det\big[\delta_{f(i),j}\big]_{i,j}.$$

```lean
/-- The Levi-Civita symbol of a configuration `f` (site `i` is in level `f i`), written as the
determinant of the identity matrix with rows selected by `f`. -/
def leviCivita {N : ℕ} (f : Fin N → Fin N) : ℂ :=
  ((1 : Matrix (Fin N) (Fin N) ℂ).submatrix f id).det
```

Set $N=k+m$; letting $k$ and $m$ be any natural numbers covers every cut $0\le k\le N$. For a left configuration $x$ and a right configuration $y$, the amplitude matrix of a state $\psi$ is $M_{xy}=\psi(x,y)$. `Fin.append x y` is the joined configuration, with $x$ on sites $0,\dots,k-1$ and $y$ on the rest.

```lean
/-- The amplitude matrix of a state of `k + m` sites with `k + m` levels each: rows are
configurations of the first `k` sites, columns are configurations of the last `m` sites. -/
def cutMatrix (k m : ℕ) (ψ : (Fin (k + m) → Fin (k + m)) → ℂ) :
    Matrix (Fin k → Fin (k + m)) (Fin m → Fin (k + m)) ℂ :=
  Matrix.of fun x y => ψ (Fin.append x y)
```

For orbitals $\varphi_j$ with value $\varphi_j(a)$ on level $a$, the Slater amplitude is

$$\Psi(f)=\frac{1}{\sqrt{N!}}\det\big[\varphi_j(f(i))\big]_{i,j}.$$

It is normalised when the orbitals are orthonormal. The bare symbol $\varepsilon$ has norm $\sqrt{N!}$, so its normalised non-zero amplitudes are $\pm1/\sqrt{N!}$. The rank is the same either way.

```lean
/-- The first-quantised amplitude of the Slater determinant of `N` orbitals on `N` levels;
`φ a j` is the value of orbital `j` on level `a`. -/
def slater {N : ℕ} (φ : Matrix (Fin N) (Fin N) ℂ) (f : Fin N → Fin N) : ℂ :=
  ((Real.sqrt (Nat.factorial N) : ℝ) : ℂ)⁻¹ * (φ.submatrix f id).det
```

## Ordered sets of levels

For each set $S$ of $k$ levels, let $x_S$ list $S$ in increasing order on the left block.

```lean
/-- The levels of a `k`-element set, listed in increasing order on the first `k` sites. -/
def inside {k m : ℕ} (S : {S : Finset (Fin (k + m)) // S.card = k}) : Fin k → Fin (k + m) :=
  S.1.orderEmbOfFin S.2
```

Let $y_S$ list the $m$ levels outside $S$ in increasing order on the right block.

```lean
/-- The levels outside a `k`-element set, listed in increasing order on the last `m` sites. -/
def outside {k m : ℕ} (S : {S : Finset (Fin (k + m)) // S.card = k}) : Fin m → Fin (k + m) :=
  S.1ᶜ.orderEmbOfFin (by rw [Finset.card_compl, Fintype.card_fin, S.2]; omega)
```

Each level therefore appears in $x_S$ if it belongs to $S$, and in $y_S$ if it does not.

```lean
/-- Every level of `S` occurs in the list `inside S`, every other level in `outside S`. -/
theorem exists_site {k m : ℕ} (S : {S : Finset (Fin (k + m)) // S.card = k})
    (a : Fin (k + m)) :
    (a ∈ S.1 → ∃ i, inside S i = a) ∧ (a ∉ S.1 → ∃ j, outside S j = a) := by
  constructor <;> intro ha
  · change a ∈ Set.range (inside S)
    unfold inside
    rw [Finset.range_orderEmbOfFin]
    exact ha
  · change a ∈ Set.range (outside S)
    unfold outside
    rw [Finset.range_orderEmbOfFin]
    exact Finset.mem_coe.mpr (Finset.mem_compl.mpr ha)
```

## Antisymmetry of the amplitudes

Permuting the sites by $\tau$ permutes the rows of the determinant, so $\varepsilon(f\circ\tau)=\operatorname{sgn}(\tau)\,\varepsilon(f)$.

```lean
/-- Permuting the sites multiplies the Levi-Civita symbol by the sign of the permutation. -/
theorem leviCivita_comp_perm {N : ℕ} (f : Fin N → Fin N) (τ : Equiv.Perm (Fin N)) :
    leviCivita (f ∘ τ) = ((Equiv.Perm.sign τ : ℤ) : ℂ) * leviCivita f :=
  Matrix.det_permute τ ((1 : Matrix (Fin N) (Fin N) ℂ).submatrix f id)
```

Taking $f=\mathrm{id}$, where the determinant is $1$, gives $\varepsilon(\sigma)=\operatorname{sgn}(\sigma)$ for every permutation $\sigma$. The determinant thus agrees with the usual symbol.

```lean
/-- On a permutation of the levels the Levi-Civita symbol is the sign of the permutation. -/
theorem leviCivita_perm {N : ℕ} (σ : Equiv.Perm (Fin N)) :
    leviCivita σ = ((Equiv.Perm.sign σ : ℤ) : ℂ) := by
  have h := leviCivita_comp_perm id σ
  have h1 : leviCivita (id : Fin N → Fin N) = 1 := by simp [leviCivita]
  rw [h1, mul_one] at h
  exact h
```

If two sites share a level, two rows are equal and $\varepsilon(f)=0$. If no two do, $f$ is an injective map of a finite set to itself, hence a permutation, and $\varepsilon(f)=\pm1$.

```lean
/-- The Levi-Civita amplitude is non-zero exactly when no two sites share a level. -/
theorem leviCivita_ne_zero_iff {N : ℕ} (f : Fin N → Fin N) :
    leviCivita f ≠ 0 ↔ Function.Injective f := by
  constructor
  · intro h i j hij
    by_contra hne
    exact h (Matrix.det_zero_of_row_eq hne (funext fun l =>
      congrArg (fun a => (1 : Matrix (Fin N) (Fin N) ℂ) a l) hij))
  · intro h
    have hs := leviCivita_perm (Equiv.ofBijective f (Finite.injective_iff_bijective.mp h))
    change leviCivita f = _ at hs
    rw [hs]
    exact Int.cast_ne_zero.mpr (Units.ne_zero _)
```

Now permute only the left block by $\sigma$. Extended by the identity on the right block, this is a permutation of all sites with the same sign, so

$$\varepsilon(x\circ\sigma,\,y)=\operatorname{sgn}(\sigma)\,\varepsilon(x,y).$$

In Lean the extension is built on the disjoint union of the two blocks and carried over to `Fin (k + m)`; the resulting configuration is then compared on left and right sites separately.

```lean
/-- Permuting only the sites of the left block multiplies the Levi-Civita amplitude by the sign
of that permutation. -/
theorem leviCivita_append_perm {k m : ℕ} (σ : Equiv.Perm (Fin k))
    (x : Fin k → Fin (k + m)) (y : Fin m → Fin (k + m)) :
    leviCivita (Fin.append (x ∘ σ) y)
      = ((Equiv.Perm.sign σ : ℤ) : ℂ) * leviCivita (Fin.append x y) := by
  have h := leviCivita_comp_perm (Fin.append x y)
    (finSumFinEquiv.permCongr (Equiv.Perm.sumCongr σ 1))
  rw [Equiv.Perm.sign_permCongr, Equiv.Perm.sign_sumCongr, Equiv.Perm.sign_one, mul_one] at h
  rw [← h]
  congr 1
  funext i
  induction i using Fin.addCases with
  | left i => simp [Equiv.permCongr_apply]
  | right i => simp [Equiv.permCongr_apply]
```

## Pairing a set with a complement

Consider $\varepsilon(x_S,y_T)$. If $S\ne T$, the equal sizes of the sets imply that some level $a$ lies in $S$ but not in $T$. It then occurs in both blocks, and the amplitude vanishes. If $S=T$, every level occurs. A surjective map of a finite set to itself is injective, so the amplitude is non-zero. Hence

$$\varepsilon(x_S,y_T)\neq0\iff S=T.$$

```lean
/-- With the levels of `S` on the left block and the levels outside `T` on the right block, the
Levi-Civita amplitude is non-zero exactly when `S = T`. -/
theorem leviCivita_pairing {k m : ℕ} (S T : {S : Finset (Fin (k + m)) // S.card = k}) :
    leviCivita (Fin.append (inside S) (outside T)) ≠ 0 ↔ S = T := by
  rw [leviCivita_ne_zero_iff]
  constructor
  · intro h
    refine Subtype.ext (Finset.eq_of_subset_of_card_le (fun a ha => ?_) (by rw [S.2, T.2]))
    by_contra hT
    -- a level in S but not in T would occur in both blocks
    obtain ⟨i, hi⟩ := (exists_site S a).1 ha
    obtain ⟨j, hj⟩ := (exists_site T a).2 hT
    have hij : Fin.castAdd m i = Fin.natAdd k j :=
      h (by rw [Fin.append_left, Fin.append_right, hi, hj])
    have hv := congrArg Fin.val hij
    simp only [Fin.val_castAdd, Fin.val_natAdd] at hv
    omega
  · rintro rfl
    -- every level occurs, so none occurs twice
    refine Finite.injective_iff_surjective.mpr fun a => ?_
    by_cases ha : a ∈ S.1
    · obtain ⟨i, hi⟩ := (exists_site S a).1 ha
      exact ⟨Fin.castAdd m i, by rw [Fin.append_left, hi]⟩
    · obtain ⟨j, hj⟩ := (exists_site S a).2 ha
      exact ⟨Fin.natAdd k j, by rw [Fin.append_right, hj]⟩
```

## Counting independent rows

Let $r_x$ be the row of the Levi-Civita amplitude matrix with entries $r_x(y)=\varepsilon(x,y)$. If $x$ repeats a level, $r_x=0$. Otherwise let $S$ be the set of levels in $x$. Then $x=x_S\circ\sigma$ for some permutation $\sigma$, and $r_x=\operatorname{sgn}(\sigma)\,r_{x_S}$. The rows $r_{x_S}$ therefore span the row space; this is `hspan`.

For independence, suppose $\sum_S g_S\,r_{x_S}=0$. Evaluating at $y_T$ leaves one term:

$$0=\sum_S g_S\,\varepsilon(x_S,y_T)=g_T\,\varepsilon(x_T,y_T),$$

so $g_T=0$ for every $T$. This is `hli`, where `Finset.sum_eq_single T` isolates the surviving term. The rank is the number of $k$-element sets of levels, $\binom{N}{k}$.

```lean
/-- Across the cut between the first `k` and the last `m` of `N = k + m` sites, the Levi-Civita
state with `N` levels per site has an amplitude matrix of rank exactly `N` choose `k`. -/
theorem rank_leviCivita (k m : ℕ) :
    (cutMatrix k m leviCivita).rank = (k + m).choose k := by
  -- the rows of ordered level sets span the row space
  have hspan : Submodule.span ℂ (Set.range (cutMatrix k m leviCivita).row) =
      Submodule.span ℂ (Set.range fun S : {S : Finset (Fin (k + m)) // S.card = k} =>
        cutMatrix k m leviCivita (inside S)) := by
    apply le_antisymm
    · rw [Submodule.span_le]
      rintro _ ⟨x, rfl⟩
      by_cases hx : Function.Injective x
      · let S : {S : Finset (Fin (k + m)) // S.card = k} :=
          ⟨Finset.univ.image x, by rw [Finset.card_image_of_injective _ hx, Finset.card_fin]⟩
        choose g hg using fun i =>
          (exists_site S (x i)).1 (Finset.mem_image_of_mem x (Finset.mem_univ i))
        have hgi : Function.Injective g := fun i j hij => hx (by rw [← hg i, ← hg j, hij])
        let σ : Equiv.Perm (Fin k) := Equiv.ofBijective g (Finite.injective_iff_bijective.mp hgi)
        have hxσ : x = inside S ∘ σ := funext fun i => (hg i).symm
        have hrow : (cutMatrix k m leviCivita).row x =
            ((Equiv.Perm.sign σ : ℤ) : ℂ) • cutMatrix k m leviCivita (inside S) := by
          funext y
          change leviCivita (Fin.append x y) = _ * leviCivita (Fin.append (inside S) y)
          rw [hxσ]
          exact leviCivita_append_perm σ (inside S) y
        rw [hrow]
        exact Submodule.smul_mem _ _ (Submodule.subset_span ⟨S, rfl⟩)
      · have hrow : (cutMatrix k m leviCivita).row x = 0 := by
          funext y
          change leviCivita (Fin.append x y) = 0
          by_contra h
          exact hx fun i j hij => Fin.castAdd_injective k m ((leviCivita_ne_zero_iff _).mp h
            (by rw [Fin.append_left, Fin.append_left, hij]))
        rw [hrow]
        exact Submodule.zero_mem _
    · apply Submodule.span_mono
      rintro _ ⟨S, rfl⟩
      exact ⟨inside S, rfl⟩
  -- complementary level sets on the right block separate these rows
  have hli : LinearIndependent ℂ fun S : {S : Finset (Fin (k + m)) // S.card = k} =>
      cutMatrix k m leviCivita (inside S) := by
    rw [Fintype.linearIndependent_iff]
    intro g hg T
    have h := congrFun hg (outside T)
    simp only [Finset.sum_apply, Pi.smul_apply, smul_eq_mul, Pi.zero_apply] at h
    rw [Finset.sum_eq_single T] at h
    · exact (mul_eq_zero.mp h).resolve_right ((leviCivita_pairing T T).mpr rfl)
    · intro S _ hST
      have h0 : cutMatrix k m leviCivita (inside S) (outside T) = 0 :=
        not_not.mp fun hne => hST ((leviCivita_pairing S T).mp hne)
      rw [h0, mul_zero]
    · intro hT
      exact absurd (Finset.mem_univ T) hT
  rw [Matrix.rank_eq_finrank_span_row, hspan, finrank_span_eq_card hli,
    Fintype.card_finset_len, Fintype.card_fin]
```

For small $N$ the rank can be checked numerically: reshape the full amplitude tensor into an $N^k\times N^m$ matrix and compute its singular value decomposition. For $N=4$, $k=2$ the matrix is $16\times16$. Four rows, those with both left particles in one level, are zero. The other twelve form six pairs, such as $(0,1)$ and $(1,0)$, that differ only in sign. Six singular values remain, each equal to $1/\sqrt6$ for the normalised state, so truncating to a smaller bond $D$ discards a weight $1-D/6$.

## From the symbol to any filled determinant

Inserting a sum over levels,

$$\varphi_j(f(i))=\sum_a\delta_{f(i),a}\,\varphi_j(a),$$

writes the Slater matrix as a product. Taking determinants gives

$$\Psi(f)=c\,\varepsilon(f),\qquad c=\frac{\det\varphi}{\sqrt{N!}}.$$

The hypothesis `hφ : φ.det ≠ 0` says that the orbitals are linearly independent; they need not be orthonormal. It makes $c\neq0$, and the proof then multiplies the Levi-Civita matrix by the invertible matrix $c\,\mathbb 1$, which preserves the rank. If $\det\varphi=0$, all amplitudes vanish and the rank is $0$.

```lean
/-- A Slater determinant of `N = k + m` linearly independent orbitals on `N` levels has an
amplitude matrix of rank exactly `N` choose `k` between the first `k` and the last `m` sites. -/
theorem rank_slater (k m : ℕ) (φ : Matrix (Fin (k + m)) (Fin (k + m)) ℂ) (hφ : φ.det ≠ 0) :
    (cutMatrix k m (slater φ)).rank = (k + m).choose k := by
  let c : ℂ := ((Real.sqrt (Nat.factorial (k + m)) : ℝ) : ℂ)⁻¹ * φ.det
  have hc : c ≠ 0 := by
    refine mul_ne_zero (inv_ne_zero (Complex.ofReal_ne_zero.mpr ?_)) hφ
    exact (Real.sqrt_pos.mpr (Nat.cast_pos.mpr (Nat.factorial_pos _))).ne'
  -- the filled determinant is a multiple of the Levi-Civita symbol
  have hs : ∀ f, slater φ f = leviCivita f * c := fun f => by
    have hf : φ.submatrix f id = (1 : Matrix _ _ ℂ).submatrix f id * φ := by
      ext i j
      simp [Matrix.mul_apply, Matrix.one_apply]
    unfold slater leviCivita
    rw [hf, Matrix.det_mul]
    ring
  have hM : cutMatrix k m (slater φ) = cutMatrix k m leviCivita *
      (c • (1 : Matrix (Fin m → Fin (k + m)) (Fin m → Fin (k + m)) ℂ)) := by
    rw [Matrix.mul_smul, Matrix.mul_one]
    ext x y
    change slater φ (Fin.append x y) = c * leviCivita (Fin.append x y)
    rw [hs, mul_comm]
  rw [hM, Matrix.rank_mul_eq_left_of_isUnit_det, rank_leviCivita]
  rw [Matrix.det_smul, Matrix.det_one, mul_one]
  exact (isUnit_iff_ne_zero.mpr hc).pow _
```

## The bond dimension

Cutting an open-boundary matrix product state at one bond and contracting each side gives $M=LR$, where the shared index takes $D$ values. Hence

$$\binom{N}{k}=\operatorname{rank}(LR)\le\operatorname{rank}L\le D.$$

The theorem assumes only this exact factorisation at one cut, whatever tensors produced $L$ and $R$. It sets no bound for approximate representations.

```lean
/-- If the amplitudes of a Slater determinant of `k + m` linearly independent orbitals on `k + m`
levels factor through a bond of dimension `D` after the first `k` sites, then `D` is at least
`k + m` choose `k`. -/
theorem bond_dimension_ge (k m D : ℕ) (φ : Matrix (Fin (k + m)) (Fin (k + m)) ℂ)
    (hφ : φ.det ≠ 0) (L : Matrix (Fin k → Fin (k + m)) (Fin D) ℂ)
    (R : Matrix (Fin D) (Fin m → Fin (k + m)) ℂ)
    (h : cutMatrix k m (slater φ) = L * R) : (k + m).choose k ≤ D := by
  rw [← rank_slater k m φ hφ, h]
  exact (Matrix.rank_mul_le_left L R).trans (by simpa using Matrix.rank_le_card_width L)
```

At the middle cut of $N=2n$ sites with $n\ge1$, the rank is $\binom{2n}{n}$. The binomials $\binom{2n}{j}$ sum to $2^{2n}$. The two end terms add up to $2\le\binom{2n}{n}$, and each of the other $2n-1$ terms is at most $\binom{2n}{n}$. Therefore

$$2^{N}\le N\binom{N}{N/2}.$$

Lean takes this estimate from Mathlib's `Nat.four_pow_le_two_mul_self_mul_centralBinom`. Together with the previous bound it gives $D\ge 2^N/N$ at the middle cut. For twenty particles on twenty levels the exact rank is already $\binom{20}{10}=184756$.

```lean
/-- At the middle cut of `N = 2n > 0` sites, the rank `r` of the amplitude matrix of a Slater
determinant of `N` linearly independent orbitals on `N` levels obeys `2 ^ N ≤ N * r`. -/
theorem rank_exponential (n : ℕ) (hn : 0 < n) (φ : Matrix (Fin (n + n)) (Fin (n + n)) ℂ)
    (hφ : φ.det ≠ 0) : 2 ^ (2 * n) ≤ 2 * n * (cutMatrix n n (slater φ)).rank := by
  have h4 : (2 : ℕ) ^ (2 * n) = 4 ^ n := by rw [pow_mul]; norm_num
  rw [rank_slater n n φ hφ, ← two_mul, ← Nat.centralBinom_eq_two_mul_choose, h4]
  exact Nat.four_pow_le_two_mul_self_mul_centralBinom n hn

end

end LeviCivitaCut
```

```lean
#print axioms LeviCivitaCut.rank_slater
-- 'LeviCivitaCut.rank_slater' depends on axioms: [propext, Classical.choice, Quot.sound]
#print axioms LeviCivitaCut.bond_dimension_ge
-- 'LeviCivitaCut.bond_dimension_ge' depends on axioms: [propext, Classical.choice, Quot.sound]
#print axioms LeviCivitaCut.rank_exponential
-- 'LeviCivitaCut.rank_exponential' depends on axioms: [propext, Classical.choice, Quot.sound]
```
